# With a positive definite Hessian, a large level shift stabilizes the linearized SCF iteration but slows it

Every eigenvalue of the level-shifted SCF error map $1-(D+b)^{-1}H$ is real and less than one, provided that the real symmetric Hessian $H$ is positive definite and all shifted gaps are positive. A large enough shift $b$ brings all eigenvalues inside the unit circle, but it also pushes them towards one, where errors decay slowly. For Hartree–Fock calculations this describes the cost of curing oscillations by level shifting, in a linearized model with a fixed shift and no convergence acceleration.

The index $i$ runs over a finite set `n` of occupied–virtual orbital pairs. The diagonal matrix $D$ holds their energy gaps $d_i$, and $b$ is added to each gap. The vector $x$ holds real orbital-rotation parameters, and $H$ is the energy Hessian in these parameters, scaled so that it would equal $D$ if the Fock matrix did not respond to the rotations.

The range of $H$ enters through `FormBounds H m M`, which says $m\,x\cdot x\le x\cdot Hx\le M\,x\cdot x$ for every real $x$. For symmetric $H$ this means that the eigenvalues lie in $[m,M]$. The condition $m>0$ stands for a stationary point that is a strict minimum to second order.

```lean
import Mathlib

open Matrix

namespace LevelShiftSlowdown

noncomputable section

variable {n : Type*} [Fintype n]

/-- The quadratic form of the Hessian `H` lies between `m` and `M` times the squared length. -/
def FormBounds (H : Matrix n n ℝ) (m M : ℝ) : Prop :=
  ∀ x : n → ℝ, m * (x ⬝ᵥ x) ≤ x ⬝ᵥ (H *ᵥ x) ∧ x ⬝ᵥ (H *ᵥ x) ≤ M * (x ⬝ᵥ x)
```

## (a) Two real balances from one complex mode

Let $H$ be symmetric, and let real vectors $x,y,w$ and real numbers $\alpha,\beta$ satisfy
$$(Hx)_i=(\alpha x_i+\beta y_i)w_i,\qquad (Hy)_i=(\alpha y_i-\beta x_i)w_i .$$
Show that, with $W=\sum_i w_i(x_i^2+y_i^2)$,
$$\beta W=0,\qquad x\cdot Hx+y\cdot Hy=\alpha W .$$

Symmetry gives $y\cdot Hx-x\cdot Hy=0$. Inserting the two equations, the $\alpha$ terms cancel:
$$0=\sum_i w_i\left[y_i(\alpha x_i+\beta y_i)-x_i(\alpha y_i-\beta x_i)\right]=\beta W .$$
In the sum $x\cdot Hx+y\cdot Hy$ the $\beta$ terms cancel instead, which leaves $\alpha W$.

In the code, `hsymm` is the symmetry identity, and `ring` does the cancellation term by term.

```lean
/-- For a symmetric Hessian `H`, let `x` and `y` be the real and imaginary parts of a mode with
`H (x + iy) = (α - iβ) w (x + iy)`. Then `β` times the `w`-weighted squared length vanishes, and
the total quadratic form is `α` times that squared length. -/
theorem quadratic_balance {H : Matrix n n ℝ} (hH : H.IsSymm) {x y w : n → ℝ} {α β : ℝ}
    (hx : ∀ i, (H *ᵥ x) i = (α * x i + β * y i) * w i)
    (hy : ∀ i, (H *ᵥ y) i = (α * y i - β * x i) * w i) :
    β * ∑ i, w i * (x i ^ 2 + y i ^ 2) = 0 ∧
      x ⬝ᵥ (H *ᵥ x) + y ⬝ᵥ (H *ᵥ y) = α * ∑ i, w i * (x i ^ 2 + y i ^ 2) := by
  have hsymm : y ⬝ᵥ (H *ᵥ x) = x ⬝ᵥ (H *ᵥ y) := by
    rw [Matrix.dotProduct_mulVec, ← Matrix.mulVec_transpose, hH.eq, dotProduct_comm]
  constructor
  · -- the antisymmetric combination isolates `β`
    rw [← sub_eq_zero.mpr hsymm]
    simp only [dotProduct]
    rw [← Finset.sum_sub_distrib, Finset.mul_sum]
    refine Finset.sum_congr rfl fun i _ => ?_
    rw [hx i, hy i]
    ring
  · simp only [dotProduct]
    rw [← Finset.sum_add_distrib, Finset.mul_sum]
    refine Finset.sum_congr rfl fun i _ => ?_
    rw [hx i, hy i]
    ring
```

## The error map and the step

The definition `errorMap` is the matrix $1-(D+b)^{-1}H$. The definition `scfStep` is the linearized update, in which $g+Hx$ is the energy gradient at $x$ to first order, scaled by the same factor as $H$, and $D+b$ replaces the true Hessian in a Newton-like step. This form of the step is postulated, not derived from diagonalizing a Fock matrix.

```lean
variable [DecidableEq n]

/-- The SCF error map `1 - (D + b)⁻¹ H` for gaps `d`, Hessian `H` and level shift `b`;
its domain is `d i + b ≠ 0` for all `i`. -/
def errorMap (d : n → ℝ) (H : Matrix n n ℝ) (b : ℝ) : Matrix n n ℝ :=
  1 - (diagonal fun i => d i + b)⁻¹ * H

/-- The linearized level-shifted SCF step `x ↦ x - (D + b)⁻¹ (g + H x)`;
its domain is `d i + b ≠ 0` for all `i`. -/
def scfStep (d : n → ℝ) (H : Matrix n n ℝ) (b : ℝ) (g x : n → ℝ) : n → ℝ :=
  x - (diagonal fun i => d i + b)⁻¹ *ᵥ (g + H *ᵥ x)
```

## (b) How one step changes the error

Let $s$ be a stationary point, $g+Hs=0$, and let $x'$ be the result of one step from $x$. Show that
$$x'-s=\left[1-(D+b)^{-1}H\right](x-s).$$

Since $g=-Hs$, the gradient is $g+Hx=H(x-s)$. Therefore
$$x'-s=(x-s)-(D+b)^{-1}H(x-s).$$

The gradient identity is `hg`; the rest is matrix algebra. Lean assigns a singular matrix the inverse zero, so the identity needs no condition on $b$, but it describes an SCF step only if no $d_i+b$ vanishes.

```lean
/-- One SCF step multiplies the deviation from a stationary point `s` by the error map. -/
theorem scfStep_sub {d g s : n → ℝ} {H : Matrix n n ℝ} {b : ℝ}
    (hs : g + H *ᵥ s = 0) (x : n → ℝ) :
    scfStep d H b g x - s = errorMap d H b *ᵥ (x - s) := by
  have hg : g + H *ᵥ x = H *ᵥ (x - s) := by
    rw [Matrix.mulVec_sub, eq_neg_of_add_eq_zero_left hs]
    abel
  rw [scfStep, hg, errorMap, Matrix.sub_mulVec, Matrix.one_mulVec, ← Matrix.mulVec_mulVec]
  abel
```

## (c) The error map by components

Suppose that $d_i+b\neq0$ for all $i$. Show that the error map sends $x$ to the vector with components
$$x_i-\frac{(Hx)_i}{d_i+b}.$$

The product of $D+b$ with the diagonal matrix of entries $1/(d_i+b)$ is the identity, so the latter is the inverse. Applying it to $Hx$ divides each component by its shifted gap. The step `hinv` establishes this inverse.

```lean
/-- When no shifted gap vanishes, the error map subtracts from each component the Hessian
response divided by the shifted gap. -/
theorem errorMap_mulVec {d : n → ℝ} {b : ℝ} (hw : ∀ i, d i + b ≠ 0)
    (H : Matrix n n ℝ) (x : n → ℝ) (i : n) :
    (errorMap d H b *ᵥ x) i = x i - (H *ᵥ x) i / (d i + b) := by
  have hinv : (diagonal fun i => d i + b)⁻¹ = diagonal fun i => (d i + b)⁻¹ := by
    apply Matrix.inv_eq_right_inv
    rw [Matrix.diagonal_mul_diagonal, ← Matrix.diagonal_one]
    congr 1
    funext j
    exact mul_inv_cancel₀ (hw j)
  rw [errorMap, hinv, Matrix.sub_mulVec, Matrix.one_mulVec, ← Matrix.mulVec_mulVec,
    Pi.sub_apply, Matrix.mulVec_diagonal, div_eq_inv_mul]
```

## (d) The interval that contains the spectrum

Let $H$ be symmetric with form bounds $0<m$ and $M$, let $p\le d_i\le q$, and let $p+b>0$. Show that every complex eigenvalue $\mu$ of the error map satisfies
$$\operatorname{Im}\mu=0,\qquad 1-\frac{M}{p+b}\le\operatorname{Re}\mu\le1-\frac{m}{q+b}.$$

Write the eigenvector as $z=x+iy\ne0$. By (c), the eigenvalue equation is $(Hz)_j=(1-\mu)(d_j+b)z_j$. Its real and imaginary parts are the equations of (a) with $w_j=d_j+b$, $\alpha=1-\operatorname{Re}\mu$ and $\beta=\operatorname{Im}\mu$.

Let $N=\sum_j(x_j^2+y_j^2)>0$. The gap bounds give
$$(p+b)N\le W\le(q+b)N,$$
so $W>0$, and $\beta W=0$ forces $\operatorname{Im}\mu=0$. Adding the form bounds for $x$ and $y$ gives
$$mN\le\alpha W\le MN .$$
Hence $\alpha>0$. It follows that $\alpha(p+b)N\le\alpha W\le MN$ and $mN\le\alpha W\le\alpha(q+b)N$. Dividing by $N$ and by the shifted gaps gives $m/(q+b)\le\alpha\le M/(p+b)$.

With a single mode of gap $d$ and curvature $h>0$, one can take $p=q=d$ and $m=M=h$, and the interval shrinks to the point $\mu=1-h/(d+b)$.

In Lean, `(errorMap d H b).map Complex.ofReal` is the real matrix acting on complex vectors, so reality of $\mu$ is a conclusion. The steps `hx` and `hy` split the equation, `hW1` and `hW2` compare $W$ with $N$, `hlo` and `hhi` use the form bounds, and `hup` and `hdown` perform the divisions.

```lean
/-- For gaps in `[p, q]` with `p + b > 0` and a symmetric Hessian with form bounds `0 < m` and `M`,
every complex eigenvalue of the SCF error map is real and lies in
`[1 - M/(p+b), 1 - m/(q+b)]`. -/
theorem eigenvalue_bounds {d : n → ℝ} {H : Matrix n n ℝ} {b p q m M : ℝ}
    (hH : H.IsSymm) (hF : FormBounds H m M) (hm : 0 < m)
    (hd : ∀ i, p ≤ d i ∧ d i ≤ q) (hpb : 0 < p + b) {μ : ℂ} {z : n → ℂ} (hz : z ≠ 0)
    (h : (errorMap d H b).map Complex.ofReal *ᵥ z = μ • z) :
    μ.im = 0 ∧ 1 - M / (p + b) ≤ μ.re ∧ μ.re ≤ 1 - m / (q + b) := by
  have hw : ∀ i, d i + b ≠ 0 := fun i => by linarith [(hd i).1] |> ne_of_gt
  obtain ⟨x, hxd⟩ : ∃ x : n → ℝ, ∀ i, x i = (z i).re := ⟨_, fun _ => rfl⟩
  obtain ⟨y, hyd⟩ : ∃ y : n → ℝ, ∀ i, y i = (z i).im := ⟨_, fun _ => rfl⟩
  -- real and imaginary parts of the eigenvalue equation
  have hx : ∀ i, (H *ᵥ x) i = ((1 - μ.re) * x i + μ.im * y i) * (d i + b) := by
    intro i
    have h1 := congrArg Complex.re (congrFun h i)
    have h2 : (((errorMap d H b).map Complex.ofReal *ᵥ z) i).re = (errorMap d H b *ᵥ x) i := by
      simp [Matrix.mulVec, dotProduct, hxd]
    rw [h2, errorMap_mulVec hw, Pi.smul_apply, smul_eq_mul, Complex.mul_re, ← hxd, ← hyd] at h1
    exact (div_eq_iff (hw i)).mp (by linarith)
  have hy : ∀ i, (H *ᵥ y) i = ((1 - μ.re) * y i - μ.im * x i) * (d i + b) := by
    intro i
    have h1 := congrArg Complex.im (congrFun h i)
    have h2 : (((errorMap d H b).map Complex.ofReal *ᵥ z) i).im = (errorMap d H b *ᵥ y) i := by
      simp [Matrix.mulVec, dotProduct, hyd]
    rw [h2, errorMap_mulVec hw, Pi.smul_apply, smul_eq_mul, Complex.mul_im, ← hxd, ← hyd] at h1
    exact (div_eq_iff (hw i)).mp (by linarith)
  obtain ⟨hβ, hα⟩ := quadratic_balance (w := fun i => d i + b) hH hx hy
  obtain ⟨W, hW⟩ : ∃ W, W = ∑ i, (d i + b) * (x i ^ 2 + y i ^ 2) := ⟨_, rfl⟩
  obtain ⟨N, hN⟩ : ∃ N, N = ∑ i, (x i ^ 2 + y i ^ 2) := ⟨_, rfl⟩
  rw [← hW] at hβ hα
  obtain ⟨i₀, hi₀⟩ := Function.ne_iff.mp hz
  have hNpos : 0 < N := by
    rw [hN]
    refine Finset.sum_pos' (fun i _ => by positivity) ⟨i₀, Finset.mem_univ _, ?_⟩
    have h0 := Complex.normSq_pos.mpr hi₀
    rw [Complex.normSq_apply] at h0
    rw [hxd, hyd]
    nlinarith
  have hxy : x ⬝ᵥ x + y ⬝ᵥ y = N := by
    rw [hN]
    simp only [dotProduct]
    rw [← Finset.sum_add_distrib]
    exact Finset.sum_congr rfl fun i _ => by ring
  -- the weighted length lies between the extreme shifted gaps times the plain length
  have hW1 : (p + b) * N ≤ W := by
    rw [hN, hW, Finset.mul_sum]
    exact Finset.sum_le_sum fun i _ =>
      mul_le_mul_of_nonneg_right (by linarith [(hd i).1]) (by positivity)
  have hW2 : W ≤ (q + b) * N := by
    rw [hN, hW, Finset.mul_sum]
    exact Finset.sum_le_sum fun i _ =>
      mul_le_mul_of_nonneg_right (by linarith [(hd i).2]) (by positivity)
  have hWpos : 0 < W := lt_of_lt_of_le (mul_pos hpb hNpos) hW1
  have hlo : m * N ≤ (1 - μ.re) * W := by
    rw [← hα, ← hxy, mul_add]
    exact add_le_add (hF x).1 (hF y).1
  have hhi : (1 - μ.re) * W ≤ M * N := by
    rw [← hα, ← hxy, mul_add]
    exact add_le_add (hF x).2 (hF y).2
  have hpos : 0 < 1 - μ.re := by
    by_contra hc
    nlinarith [mul_nonneg (neg_nonneg.2 (not_lt.1 hc)) hWpos.le, mul_pos hm hNpos]
  have hqb : 0 < q + b := by linarith [(hd i₀).1, (hd i₀).2]
  have hup : 1 - μ.re ≤ M / (p + b) := by
    rw [le_div_iff₀ hpb]
    refine le_of_mul_le_mul_right ?_ hNpos
    nlinarith [mul_le_mul_of_nonneg_left hW1 hpos.le]
  have hdown : m / (q + b) ≤ 1 - μ.re := by
    rw [div_le_iff₀ hqb]
    refine le_of_mul_le_mul_right ?_ hNpos
    nlinarith [mul_le_mul_of_nonneg_left hW2 hpos.le]
  exact ⟨(mul_eq_zero.mp hβ).resolve_right hWpos.ne', by linarith, by linarith⟩
```

## (e) A shift that is large enough for stability

Keep the assumptions on $H$, and let $d_i\ge p$ and $p+b>0$. Show that
$$M<2(p+b)\quad\Longrightarrow\quad|\mu|<1$$
for every eigenvalue $\mu$ of the error map.

The finitely many gaps have some upper bound $q$, so (d) applies. Its lower end exceeds $-1$ because $M/(p+b)<2$, and its upper end is below $1$ because $m/(q+b)>0$. The excluded region $\mu\le-1$ is that of errors which change sign at each step without shrinking.

The code takes $q=\sum_j|d_j|$, which spares the user an explicit upper bound. That the linear iteration then converges from every starting point is a familiar consequence from matrix theory, which the file leaves unstated.

```lean
/-- For a symmetric Hessian with form bounds `0 < m` and `M` and gaps at least `p`, a shift with
`p + b > 0` and `M < 2 (p + b)` puts every eigenvalue of the error map inside the unit circle. -/
theorem stable_of_large_shift {d : n → ℝ} {H : Matrix n n ℝ} {b p m M : ℝ}
    (hH : H.IsSymm) (hF : FormBounds H m M) (hm : 0 < m) (hd : ∀ i, p ≤ d i)
    (hpb : 0 < p + b) (hM : M < 2 * (p + b)) {μ : ℂ} {z : n → ℂ} (hz : z ≠ 0)
    (h : (errorMap d H b).map Complex.ofReal *ᵥ z = μ • z) : ‖μ‖ < 1 := by
  have hq : ∀ i, d i ≤ ∑ j, |d j| := fun i => (le_abs_self _).trans
    (Finset.single_le_sum (f := fun j => |d j|) (fun j _ => abs_nonneg _) (Finset.mem_univ i))
  obtain ⟨him, hlo, hhi⟩ := eigenvalue_bounds hH hF hm (fun i => ⟨hd i, hq i⟩) hpb hz h
  obtain ⟨i₀, -⟩ := Function.ne_iff.mp hz
  have hqb : 0 < (∑ j, |d j|) + b := by linarith [hd i₀, hq i₀]
  have h1 : M / (p + b) < 2 := (div_lt_iff₀ hpb).mpr hM
  have h2 := div_pos hm hqb
  have hμ : μ = (μ.re : ℂ) := Complex.ext (by simp) (by simp [him])
  rw [hμ, Complex.norm_real, Real.norm_eq_abs, abs_lt]
  constructor <;> linarith
```

## (f) An eigenmode after $k$ steps

Let $x_k$ be the result of $k$ steps from $x$, and let $x-s$ satisfy the eigenvalue equation of the error map with real $\mu$. Show that
$$x_k-s=\mu^k(x-s).$$

For $k=0$ both sides are $x-s$. If the formula holds for $k$, then (b) says that the next step applies the error map to $\mu^k(x-s)$, which gives $\mu^{k+1}(x-s)$. The Lean proof is the same induction, with `^[k]` denoting the $k$-fold step.

```lean
/-- If the initial deviation from a stationary point is an eigenmode of the error map, then `k` SCF
steps multiply it by the `k`-th power of the eigenvalue. -/
theorem iterate_mode {d g s x : n → ℝ} {H : Matrix n n ℝ} {b μ : ℝ}
    (hs : g + H *ᵥ s = 0) (h : errorMap d H b *ᵥ (x - s) = μ • (x - s)) (k : ℕ) :
    (scfStep d H b g)^[k] x - s = μ ^ k • (x - s) := by
  induction k with
  | zero => simp
  | succ k ih =>
    rw [Function.iterate_succ_apply', scfStep_sub hs, ih, Matrix.mulVec_smul, h, smul_smul,
      pow_succ]
```

## (g) The number of steps grows with the shift

Keep the assumptions of (f) with $x\ne s$, and those on $H$ and the gaps from (e), but now with $M\le p+b$. Suppose that $k$ steps reduce every component of the error to at most a fraction $\varepsilon$ of its initial magnitude. Show that
$$kM\ge(1-\varepsilon)(p+b).$$

By (d), $\mu\ge1-M/(p+b)\ge0$. Bernoulli's inequality then gives
$$\mu^k\ge\left(1-\frac{M}{p+b}\right)^k\ge1-\frac{kM}{p+b}.$$
A nonzero component of the error shows, with (f), that $\mu^k\le\varepsilon$. Combining the two and multiplying by $p+b$ gives the claim. For fixed $\varepsilon<1$, the required $k$ therefore grows at least linearly with $b$.

The steps `hP` and `hB` are the two inequalities for the power, and `hε` is the bound by $\varepsilon$. The real mode is first read as a complex one, in `hc`, so that (d) can be used.

```lean
/-- Let the Hessian be symmetric with form bounds `0 < m` and `M`, the gaps at least `p`, and
`p + b > 0`, `M ≤ p + b`. If `k` SCF steps reduce a nonzero error eigenmode to a fraction `ε`,
then `k M ≥ (1 - ε) (p + b)`. -/
theorem slowdown {d g s x : n → ℝ} {H : Matrix n n ℝ} {b p m M μ ε : ℝ}
    (hH : H.IsSymm) (hF : FormBounds H m M) (hm : 0 < m) (hd : ∀ i, p ≤ d i)
    (hpb : 0 < p + b) (hM : M ≤ p + b) (hs : g + H *ᵥ s = 0) (hx : x - s ≠ 0)
    (h : errorMap d H b *ᵥ (x - s) = μ • (x - s)) (k : ℕ)
    (hk : ∀ i, |((scfStep d H b g)^[k] x - s) i| ≤ ε * |(x - s) i|) :
    (1 - ε) * (p + b) ≤ k * M := by
  obtain ⟨e, he⟩ : ∃ e, e = x - s := ⟨_, rfl⟩
  rw [iterate_mode hs h k] at hk
  rw [← he] at hx h hk
  obtain ⟨i, hi⟩ := Function.ne_iff.mp hx
  have hq : ∀ i, d i ≤ ∑ j, |d j| := fun i => (le_abs_self _).trans
    (Finset.single_le_sum (f := fun j => |d j|) (fun j _ => abs_nonneg _) (Finset.mem_univ i))
  -- read the real mode as a complex one to use the eigenvalue bounds
  have hz : (fun j => (e j : ℂ)) ≠ 0 := fun h0 => hi (by simpa using congrFun h0 i)
  have hc : (errorMap d H b).map Complex.ofReal *ᵥ (fun j => (e j : ℂ))
      = (μ : ℂ) • fun j => (e j : ℂ) := by
    funext j
    have hj := congrArg Complex.ofReal (congrFun h j)
    simpa [Matrix.mulVec, dotProduct] using hj
  have hμ := (eigenvalue_bounds hH hF hm (fun i => ⟨hd i, hq i⟩) hpb hz hc).2.1
  rw [Complex.ofReal_re] at hμ
  have h1 : M / (p + b) ≤ 1 := (div_le_one hpb).mpr hM
  -- Bernoulli's inequality limits the reduction achieved in `k` steps
  have hB := one_add_mul_le_pow (show (-2 : ℝ) ≤ -(M / (p + b)) by linarith) k
  have hP : (1 + -(M / (p + b))) ^ k ≤ μ ^ k :=
    pow_le_pow_left₀ (by linarith) (by linarith) k
  have hε : μ ^ k ≤ ε := by
    have hki := hk i
    rw [Pi.smul_apply, smul_eq_mul, abs_mul] at hki
    exact (le_abs_self _).trans (le_of_mul_le_mul_right hki (abs_pos.mpr hi))
  have hfin : 1 - ε ≤ k * M / (p + b) := by
    rw [mul_div_assoc]
    linarith
  exact (le_div_iff₀ hpb).mp hfin
```

## (h) Two modes that reach both ends

Let $0<p\le q$, $b\ge0$ and $m\le M$. For gaps $(p,q)$ and $H=\operatorname{diag}(M,m)$, show that $H$ has form bounds $m,M$ and that the error map has the eigenvalues
$$1-\frac{M}{p+b}\ \text{ on }(1,0),\qquad 1-\frac{m}{q+b}\ \text{ on }(0,1).$$

The quadratic form is $Mx_0^2+mx_1^2$, which lies between $m(x_0^2+x_1^2)$ and $M(x_0^2+x_1^2)$. The eigenvalues follow from (c), since the modes do not couple. When $m>0$ this model satisfies the assumptions of (d), so neither end of that interval can be tightened in general.

The code checks the form bounds with `nlinarith` and the eigenvalue equations component by component with `fin_cases`.

```lean
/-- For `0 < p ≤ q`, `b ≥ 0` and `m ≤ M`, the two-mode model with gaps `p, q` and Hessian
`diag(M, m)` has form bounds `m, M`, and its error map has the eigenvalues `1 - M/(p+b)` and
`1 - m/(q+b)`. -/
theorem bounds_attained {p q b m M : ℝ} (hp : 0 < p) (hpq : p ≤ q) (hb : 0 ≤ b) (hmM : m ≤ M) :
    FormBounds (diagonal ![M, m]) m M ∧
      errorMap ![p, q] (diagonal ![M, m]) b *ᵥ ![1, 0] = (1 - M / (p + b)) • ![1, 0] ∧
      errorMap ![p, q] (diagonal ![M, m]) b *ᵥ ![0, 1] = (1 - m / (q + b)) • ![0, 1] := by
  have hw : ∀ i, (![p, q] : Fin 2 → ℝ) i + b ≠ 0 := by
    intro i
    fin_cases i
    · exact ne_of_gt (show 0 < p + b by linarith)
    · exact ne_of_gt (show 0 < q + b by linarith)
  refine ⟨fun x => ?_, ?_, ?_⟩
  · simp only [dotProduct, Fin.sum_univ_two, Matrix.mulVec_diagonal, Matrix.cons_val_zero,
      Matrix.cons_val_one]
    constructor
    · nlinarith [mul_nonneg (sub_nonneg.2 hmM) (sq_nonneg (x 0))]
    · nlinarith [mul_nonneg (sub_nonneg.2 hmM) (sq_nonneg (x 1))]
  · funext i
    rw [errorMap_mulVec hw, Matrix.mulVec_diagonal]
    fin_cases i <;> simp
  · funext i
    rw [errorMap_mulVec hw, Matrix.mulVec_diagonal]
    fin_cases i <;> simp

end

end LevelShiftSlowdown
```

```lean
#print axioms LevelShiftSlowdown.stable_of_large_shift
-- 'LevelShiftSlowdown.stable_of_large_shift' depends on axioms: [propext, Classical.choice, Quot.sound]
#print axioms LevelShiftSlowdown.slowdown
-- 'LevelShiftSlowdown.slowdown' depends on axioms: [propext, Classical.choice, Quot.sound]
#print axioms LevelShiftSlowdown.bounds_attained
-- 'LevelShiftSlowdown.bounds_attained' depends on axioms: [propext, Classical.choice, Quot.sound]
```
